# Square-root embedding for a band of fixed shape and fixed electron count

An atom at a metal surface has fewer neighbours than an atom in the bulk. Its electrons hop to fewer sites, and its band is narrower. How much of its band energy is lost with the missing neighbours? If the band keeps its shape and the atom keeps its electrons, the energy is proportional to the square root of the summed squared hoppings. With equal hoppings, this is proportional to the square root of the number of bonds.

```lean
import Mathlib

open MeasureTheory Set

namespace SecondMomentBand

noncomputable section
```

## A band stretched by its hoppings

Let h_j be the real hopping from the atom to neighbour j. The width parameter is

w = √(∑_j h_j²).

In Lean the neighbours are labelled by a finite type `ι`, and the hoppings are a function `h : ι → ℝ`. How a hopping depends on distance is left open.

```lean
/-- The band width parameter: the root of the sum of squared hoppings. -/
def bandWidth {ι : Type*} [Fintype ι] (h : ι → ℝ) : ℝ := Real.sqrt (∑ j, h j ^ 2)
```

Let g(e) be the band shape, with e a dimensionless energy. The density of states at energy E is the shape with its energy axis scaled by w > 0 and its height divided by w, which keeps its area:

n(E) = g(E/w)/w.

That g is the same in every environment is an assumption of the model. In a real metal the shape also changes with the surroundings.

```lean
/-- The density of states of shape `g` stretched to width `w`, for `w > 0`. -/
def scaledDOS (g : ℝ → ℝ) (w E : ℝ) : ℝ := g (E / w) / w
```

At zero temperature all levels up to the Fermi level μ are filled. The electron count is

N_n(μ) = ∫_{E≤μ} n(E) dE,

where a spin factor, if wanted, is absorbed in g. The half-line E ≤ μ is `Iic μ` in Lean.

```lean
/-- The number of electrons held by the density of states `n` filled up to `μ`. -/
def electronCount (n : ℝ → ℝ) (μ : ℝ) : ℝ := ∫ E in Iic μ, n E
```

The band energy is the sum of the filled one-electron energies,

U_n(μ) = ∫_{E≤μ} E n(E) dE,

with zero at the atomic level. N_g and U_g denote the same integrals for the shape g.

```lean
/-- The band energy of the density of states `n` filled up to `μ`. -/
def bandEnergy (n : ℝ → ℝ) (μ : ℝ) : ℝ := ∫ E in Iic μ, E * n E
```

## Changing the unit of energy

Substitute E = we, dE = w de. Since w > 0, the condition E ≤ wx becomes e ≤ x, and for any function F

∫_{E≤wx} F(E/w) dE = w ∫_{e≤x} F(e) de.

The proof writes each half-line integral as a whole-line integral of a function cut off by an indicator. `key` shows that the two cut-offs agree, and Mathlib's rule for integrals of F(E/w) supplies the factor |w| = w.

```lean
/-- Change of energy unit in an integral over all levels below a Fermi level. -/
theorem integral_Iic_scale (F : ℝ → ℝ) {w : ℝ} (hw : 0 < w) (x : ℝ) :
    (∫ E in Iic (w * x), F (E / w)) = w * ∫ e in Iic x, F e := by
  have key : (Iic (w * x)).indicator (fun E => F (E / w))
      = fun E => (Iic x).indicator F (E / w) := by
    funext E
    have hE : E ≤ w * x ↔ E / w ≤ x := by rw [div_le_iff₀ hw, mul_comm]
    by_cases h : E ≤ w * x
    · simp only [indicator_of_mem (mem_Iic.2 h), indicator_of_mem (mem_Iic.2 (hE.1 h))]
    · have h1 : E ∉ Iic (w * x) := h
      have h2 : E / w ∉ Iic x := fun h' => h (hE.2 h')
      simp only [indicator_of_notMem h1, indicator_of_notMem h2]
  calc (∫ E in Iic (w * x), F (E / w)) = ∫ E, (Iic x).indicator F (E / w) := by
        rw [← integral_indicator measurableSet_Iic]
        exact congrArg (fun f : ℝ → ℝ => ∫ E, f E) key
    _ = w * ∫ E, (Iic x).indicator F E := by
        rw [Measure.integral_comp_div ((Iic x).indicator F) w, abs_of_pos hw, smul_eq_mul]
    _ = w * ∫ e in Iic x, F e := by rw [integral_indicator measurableSet_Iic]
```

Taking F(e) = g(e)/w gives the count. For the energy, E n(E) = (E/w) g(E/w), so F(e) = e g(e). Hence

N_n(wx) = N_g(x),
U_n(wx) = w U_g(x).

The two `calc` blocks are these two choices of F. For a continuous, compactly supported g, the same substitution done by hand for a power E^k shows that the k-th moment of the filled levels scales as w^k.

```lean
/-- The stretched band filled up to `w x` holds as many electrons as the shape filled up to `x`,
and its band energy is `w` times as large. -/
theorem filling_scaled (g : ℝ → ℝ) {w : ℝ} (hw : 0 < w) (x : ℝ) :
    electronCount (scaledDOS g w) (w * x) = electronCount g x ∧
      bandEnergy (scaledDOS g w) (w * x) = w * bandEnergy g x := by
  have hw' : w ≠ 0 := hw.ne'
  constructor
  · calc electronCount (scaledDOS g w) (w * x) = w * ∫ e in Iic x, g e / w :=
          integral_Iic_scale (fun e => g e / w) hw x
      _ = electronCount g x := by
          rw [integral_div, electronCount]
          field_simp
  · calc bandEnergy (scaledDOS g w) (w * x) = ∫ E in Iic (w * x), (E / w) * g (E / w) := by
          unfold bandEnergy scaledDOS
          congr 1
          funext E
          ring
      _ = w * bandEnergy g x := integral_Iic_scale (fun e => e * g e) hw x
```

## Fermi levels in a gap

If μ lies in a gap, it can move without changing the count, so the electron count alone does not fix the Fermi level. The energy must be shown not to depend on the choice. The proof splits integrals at a Fermi level and uses that e g(e) is integrable, which holds because it is continuous and zero outside a bounded set.

```lean
/-- For a continuous compactly supported band shape the energy-weighted density is integrable. -/
theorem integrable_energy {g : ℝ → ℝ} (hg : Continuous g) (hc : HasCompactSupport g) :
    Integrable (fun e => e * g e) := by
  have hs : HasCompactSupport ((fun e : ℝ => e) * g) := hc.mul_left
  exact (continuous_id.mul hg).integrable_of_hasCompactSupport hs
```

Let a ≤ b be two levels with N_g(a) = N_g(b). Subtracting the counts gives

∫_a^b g(e) de = 0.

Since g ≥ 0, on this interval a g(e) ≤ e g(e) ≤ b g(e). Integrating,

0 = a ∫_a^b g de ≤ ∫_a^b e g de ≤ b ∫_a^b g de = 0,

so U_g(b) − U_g(a) = 0. In the code `hz` is the vanishing integral, and `lo` and `up` are the two bounds. The final case split covers either order of the levels.

```lean
/-- Two Fermi levels that hold the same number of electrons give the same band energy. -/
theorem bandEnergy_eq_of_count_eq {g : ℝ → ℝ} (hg : Continuous g) (hc : HasCompactSupport g)
    (h0 : ∀ e, 0 ≤ g e) {x y : ℝ} (h : electronCount g x = electronCount g y) :
    bandEnergy g x = bandEnergy g y := by
  have hi : Integrable g := hg.integrable_of_hasCompactSupport hc
  have hie := integrable_energy hg hc
  have aux : ∀ a b : ℝ, a ≤ b → electronCount g a = electronCount g b →
      bandEnergy g a = bandEnergy g b := by
    intro a b hab hN
    have h1 := intervalIntegral.integral_Iic_sub_Iic
      (hi.integrableOn (s := Iic a)) (hi.integrableOn (s := Iic b))
    have h2 := intervalIntegral.integral_Iic_sub_Iic
      (hie.integrableOn (s := Iic a)) (hie.integrableOn (s := Iic b))
    unfold electronCount at hN
    have hz : (∫ e in a..b, g e) = 0 := by linarith
    have ie : IntervalIntegrable (fun e => e * g e) volume a b :=
      (continuous_id.mul hg).intervalIntegrable a b
    have ic : ∀ c : ℝ, IntervalIntegrable (fun e => c * g e) volume a b :=
      fun c => (continuous_const.mul hg).intervalIntegrable a b
    -- between the two levels, `a g ≤ e g ≤ b g`, and `g` integrates to zero
    have lo : (∫ e in a..b, a * g e) ≤ ∫ e in a..b, e * g e :=
      intervalIntegral.integral_mono_on hab (ic a) ie
        (fun e he => mul_le_mul_of_nonneg_right he.1 (h0 e))
    have up : (∫ e in a..b, e * g e) ≤ ∫ e in a..b, b * g e :=
      intervalIntegral.integral_mono_on hab ie (ic b)
        (fun e he => mul_le_mul_of_nonneg_right he.2 (h0 e))
    rw [intervalIntegral.integral_const_mul, hz, mul_zero] at lo up
    unfold bandEnergy
    linarith
  rcases le_total x y with hxy | hxy
  · exact aux x y hxy h
  · exact (aux y x hxy h.symm).symm
```

## The square-root law

Suppose N_g(x) = N. The scaling of the count gives N_n(wx) = N. Now let μ be any Fermi level with N_n(μ) = N, and write μ = w(μ/w). Then

N_g(μ/w) = N_n(μ) = N = N_g(x),

so U_g(μ/w) = U_g(x) by the gap argument, and

U_n(μ) = w U_g(μ/w) = w U_g(x) = √(∑_j h_j²) U_g(x).

The theorem `sqrt_embedding` states both facts: wx is a level that holds N electrons, and every level that does so has this energy. Its hypotheses are that g is continuous, compactly supported and non-negative, and that w > 0, which excludes an atom with no hopping at all. Holding N fixed stands for local charge neutrality: the atom keeps its electrons when its surroundings change.

In the proof, `hm` rewrites μ in units of the width, `hcount` and `henergy` are the two scalings, and `heq` is the gap argument.

```lean
/-- Square-root embedding: if the shape filled up to `x` holds `N` electrons, the band stretched by
`w = bandWidth h > 0` holds `N` electrons at `w x`, and at every Fermi level holding `N` electrons
its energy is `sqrt (∑ h_j²)` times that of the shape filled up to `x`. -/
theorem sqrt_embedding {ι : Type*} [Fintype ι] {g : ℝ → ℝ} (hg : Continuous g)
    (hc : HasCompactSupport g) (h0 : ∀ e, 0 ≤ g e) (h : ι → ℝ) (hw : 0 < bandWidth h)
    {x N : ℝ} (hx : electronCount g x = N) :
    electronCount (scaledDOS g (bandWidth h)) (bandWidth h * x) = N ∧
      ∀ μ, electronCount (scaledDOS g (bandWidth h)) μ = N →
        bandEnergy (scaledDOS g (bandWidth h)) μ
          = Real.sqrt (∑ j, h j ^ 2) * bandEnergy g x := by
  refine ⟨(filling_scaled g hw x).1.trans hx, fun μ hμ => ?_⟩
  -- express the Fermi level in units of the width
  have hm : bandWidth h * (μ / bandWidth h) = μ := by
    have := hw.ne'
    field_simp
  obtain ⟨hcount, henergy⟩ := filling_scaled g hw (μ / bandWidth h)
  rw [hm] at hcount henergy
  have heq := bandEnergy_eq_of_count_eq hg hc h0 (hcount.symm.trans (hμ.trans hx.symm))
  rw [henergy, heq]
  rfl
```

Many interatomic potentials for metals contain an attractive term of this form; the law here gives it for independent electrons in a band of one fixed shape, without the repulsion between atoms.

## Why the width is a root of squares

Let H be a real symmetric Hamiltonian with one orthonormal orbital per site, and take w from its row i. Then

(H²)_ii = ∑_j H_ij H_ji = ∑_j H_ij² = w².

Let the shape satisfy ∫ g de = 1, one state per site, and ∫ e² g de = 1, which fixes the unit of e. Then

∫ n(E) dE = 1,
∫ E² n(E) dE = w² ∫ e² g(e) de = (H²)_ii.

The stretched band thus has the second moment that H prescribes for site i. The row includes the diagonal element H_ii; it vanishes when energies are measured from that site's own level, and w then contains hoppings only. The theorem matches this moment and does not derive the shape g from H.

In the code `hsq` is the matrix identity, where symmetry turns H_ji into H_ij. The rest is the substitution E = we on the whole line.

```lean
/-- For a normalised shape of unit second moment and the width built from row `i` of a real
symmetric Hamiltonian, the band is normalised and its second moment is `(H²)_ii`. -/
theorem secondMoment_eq_hamiltonian {ι : Type*} [Fintype ι] {g : ℝ → ℝ}
    (hg1 : ∫ e, g e = 1) (hg2 : ∫ e, e ^ 2 * g e = 1)
    (H : Matrix ι ι ℝ) (hH : H.IsSymm) (i : ι) (hw : 0 < bandWidth (H i)) :
    (∫ E, scaledDOS g (bandWidth (H i)) E) = 1 ∧
      (∫ E, E ^ 2 * scaledDOS g (bandWidth (H i)) E) = (H * H) i i := by
  have hsq : bandWidth (H i) ^ 2 = (H * H) i i := by
    unfold bandWidth
    rw [Real.sq_sqrt (Finset.sum_nonneg fun j _ => sq_nonneg (H i j)), Matrix.mul_apply]
    refine Finset.sum_congr rfl fun j _ => ?_
    rw [hH.apply i j]
    ring
  rw [← hsq]
  generalize bandWidth (H i) = w at hw
  have hw' : w ≠ 0 := hw.ne'
  constructor
  · unfold scaledDOS
    rw [integral_div, Measure.integral_comp_div g w, hg1, abs_of_pos hw, smul_eq_mul, mul_one,
      div_self hw']
  · have h2 : (∫ E, (E / w) ^ 2 * g (E / w)) = |w| • ∫ e, e ^ 2 * g e :=
      Measure.integral_comp_div (fun e => e ^ 2 * g e) w
    have h3 : (fun E => E ^ 2 * scaledDOS g w E)
        = fun E => w * ((E / w) ^ 2 * g (E / w)) := by
      funext E
      unfold scaledDOS
      field_simp
    rw [h3, integral_const_mul, h2, hg2, abs_of_pos hw, smul_eq_mul]
    ring
```

## When the band binds

The square-root law lowers the energy only if U_g(x) < 0. This holds for a partially filled band centred on the atomic level, that is, with ∫ e g de = 0 and 0 < N_g(x) < ∫ g de.

If x ≤ 0, every filled level has e ≤ 0, so U_g(x) ≤ 0. Equality would force g to vanish almost everywhere below x, and the band would hold no electrons. If x > 0, the empty levels balance the filled ones:

U_g(x) = −∫_{e>x} e g de ≤ −x ∫_{e>x} g de < 0,

because some states are still empty. The proof has the same two cases; `c1` and `c2` split the full integrals at x.

```lean
/-- A partially filled band whose first moment vanishes has negative band energy. -/
theorem bandEnergy_neg {g : ℝ → ℝ} (hg : Continuous g) (hc : HasCompactSupport g)
    (h0 : ∀ e, 0 ≤ g e) (hcen : ∫ e, e * g e = 0) {x : ℝ}
    (hpos : 0 < electronCount g x) (hlt : electronCount g x < ∫ e, g e) :
    bandEnergy g x < 0 := by
  have hi : Integrable g := hg.integrable_of_hasCompactSupport hc
  have hie := integrable_energy hg hc
  unfold electronCount at hpos hlt
  unfold bandEnergy
  rcases le_or_gt x 0 with hx | hx
  · -- all filled levels lie at or below zero
    by_contra hE
    have hnn : 0 ≤ᵐ[volume.restrict (Iic x)] fun e => -(e * g e) :=
      ae_restrict_of_forall_mem measurableSet_Iic fun e he =>
        neg_nonneg.2 (mul_nonpos_of_nonpos_of_nonneg (le_trans (mem_Iic.1 he) hx) (h0 e))
    have hge := integral_nonneg_of_ae hnn
    have hneg : (∫ e in Iic x, -(e * g e)) = -∫ e in Iic x, e * g e := integral_neg _
    have hzero : (∫ e in Iic x, -(e * g e)) = 0 := by linarith [not_lt.1 hE]
    have hz := (integral_eq_zero_iff_of_nonneg_ae hnn hie.neg.integrableOn).1 hzero
    have hne : ({0} : Set ℝ)ᶜ ∈ ae (volume.restrict (Iic x)) :=
      compl_mem_ae_iff.2 (measure_singleton (0 : ℝ))
    have hN : (∫ e in Iic x, g e) = 0 := by
      apply integral_eq_zero_of_ae
      filter_upwards [hz, hne] with e he hen
      have he' : -(e * g e) = 0 := he
      have hen' : e ≠ 0 := by simpa using hen
      exact (mul_eq_zero.1 (neg_eq_zero.1 he')).resolve_left hen'
    linarith
  · -- the empty levels lie above `x > 0` and balance the filled ones
    have c1 := integral_add_compl (measurableSet_Iic : MeasurableSet (Iic x)) hi
    have c2 := integral_add_compl (measurableSet_Iic : MeasurableSet (Iic x)) hie
    rw [compl_Iic] at c1 c2
    have m : (∫ e in Ioi x, x * g e) ≤ ∫ e in Ioi x, e * g e :=
      setIntegral_mono_on (hi.const_mul x).integrableOn hie.integrableOn measurableSet_Ioi
        (fun e he => mul_le_mul_of_nonneg_right (mem_Ioi.1 he).le (h0 e))
    rw [integral_const_mul] at m
    have hp : 0 < x * ∫ e in Ioi x, g e := mul_pos hx (by linarith)
    linarith
```

## Bonds weaken as neighbours are added

For Z neighbours with equal hopping h,

w = √(Z h²) = √Z |h|.

The neighbours are now labelled by `Fin Z`.

```lean
/-- For `Z` neighbours with equal hopping `h` the width is `sqrt Z |h|`. -/
theorem bandWidth_equal (Z : ℕ) (h : ℝ) :
    bandWidth (fun _ : Fin Z => h) = Real.sqrt Z * |h| := by
  unfold bandWidth
  rw [Finset.sum_const, Finset.card_univ, Fintype.card_fin, nsmul_eq_mul,
    Real.sqrt_mul (Nat.cast_nonneg Z), Real.sqrt_sq_eq_abs]
```

At fixed count N_g(x), the energy per neighbour for Z ≥ 1 and h ≠ 0 is therefore

U_n(μ)/Z = |h| U_g(x)/√Z.

If U_g(x) < 0 and Z < Z', this is strictly lower for Z than for Z', so each bond is stronger at the smaller coordination. The Fermi levels μ and μ' may differ, but both must hold N_g(x) electrons. The hopping is the same in both cases, so any change of bond length with coordination is left out.

The step `per` proves the formula from `sqrt_embedding`. Then 1/√Z > 1/√Z', and multiplying by the negative number |h| U_g(x) reverses the inequality.

```lean
/-- At equal non-zero hopping and equal electron count, with negative band energy of the shape, the
band energy per neighbour is lower for `Z ≥ 1` neighbours than for a larger number `Z'`. -/
theorem energy_per_neighbour_lt {g : ℝ → ℝ} (hg : Continuous g) (hc : HasCompactSupport g)
    (h0 : ∀ e, 0 ≤ g e) {x h : ℝ} (hneg : bandEnergy g x < 0) (hh : h ≠ 0)
    {Z Z' : ℕ} (hZ : 0 < Z) (hZZ : Z < Z') {μ μ' : ℝ}
    (hμ : electronCount (scaledDOS g (bandWidth fun _ : Fin Z => h)) μ = electronCount g x)
    (hμ' : electronCount (scaledDOS g (bandWidth fun _ : Fin Z' => h)) μ'
      = electronCount g x) :
    bandEnergy (scaledDOS g (bandWidth fun _ : Fin Z => h)) μ / Z
      < bandEnergy (scaledDOS g (bandWidth fun _ : Fin Z' => h)) μ' / Z' := by
  have habs : 0 < |h| := abs_pos.2 hh
  -- energy per neighbour is proportional to the inverse root of the coordination
  have per : ∀ (K : ℕ) (ν : ℝ), 0 < K →
      electronCount (scaledDOS g (bandWidth fun _ : Fin K => h)) ν = electronCount g x →
      bandEnergy (scaledDOS g (bandWidth fun _ : Fin K => h)) ν / K
        = (|h| * bandEnergy g x) * (1 / Real.sqrt K) := by
    intro K ν hK hν
    have hKr : (0 : ℝ) < K := Nat.cast_pos.2 hK
    have hs : 0 < Real.sqrt K := Real.sqrt_pos.2 hKr
    have hw : 0 < bandWidth (fun _ : Fin K => h) := by
      rw [bandWidth_equal]
      exact mul_pos hs habs
    have hE : bandEnergy (scaledDOS g (bandWidth fun _ : Fin K => h)) ν
        = bandWidth (fun _ : Fin K => h) * bandEnergy g x :=
      (sqrt_embedding hg hc h0 (fun _ : Fin K => h) hw rfl).2 ν hν
    have hsq : Real.sqrt K * Real.sqrt K = K := Real.mul_self_sqrt hKr.le
    rw [hE, bandWidth_equal, div_eq_iff hKr.ne', mul_one_div, div_mul_eq_mul_div,
      eq_div_iff hs.ne']
    linear_combination (|h| * bandEnergy g x) * hsq
  rw [per Z μ hZ hμ, per Z' μ' (hZ.trans hZZ) hμ']
  have hs : 0 < Real.sqrt Z := Real.sqrt_pos.2 (Nat.cast_pos.2 hZ)
  have hlt : Real.sqrt Z < Real.sqrt Z' :=
    Real.sqrt_lt_sqrt (Nat.cast_nonneg Z) (Nat.cast_lt.2 hZZ)
  exact mul_lt_mul_of_neg_left (one_div_lt_one_div_of_lt hs hlt)
    (mul_neg_of_pos_of_neg habs hneg)

end

end SecondMomentBand
```

For Z = 1 the energy per neighbour is the atom's whole band energy, |h| U_g(x). With four neighbours it is half as much, and it tends to zero as Z grows, although the atom's total band energy keeps falling if U_g(x) < 0. These are energies of one atom; the atom at the other end of a bond has a band energy of its own.

```lean
#print axioms SecondMomentBand.sqrt_embedding
#print axioms SecondMomentBand.secondMoment_eq_hamiltonian
#print axioms SecondMomentBand.bandEnergy_neg
#print axioms SecondMomentBand.energy_per_neighbour_lt
```

```
'SecondMomentBand.sqrt_embedding' depends on axioms: [propext, Classical.choice, Quot.sound]
'SecondMomentBand.secondMoment_eq_hamiltonian' depends on axioms: [propext, Classical.choice, Quot.sound]
'SecondMomentBand.bandEnergy_neg' depends on axioms: [propext, Classical.choice, Quot.sound]
'SecondMomentBand.energy_per_neighbour_lt' depends on axioms: [propext, Classical.choice, Quot.sound]
```
